# The values at 2N distinct frequencies iu, u ≥ 0, determine an N-pole polarisability model

## Sampled polarisabilities and dispersion

The leading dispersion energy of two well-separated molecules A and B at distance R, averaged over their orientations and without retardation, is −C₆/R⁶. The coefficient follows from their isotropic polarisabilities at imaginary frequency. In atomic units,

C₆ = (3/π) ∫₀^∞ α_A(iu) α_B(iu) du.

A response calculation supplies α(iu) at a few values of u. A common way to continue from there is to fit a short sum of poles,

α(iu) = Σᵢ fᵢ / (wᵢ² + u²),

with strengths fᵢ and frequencies wᵢ (usually written ωᵢ). Could two different sets of poles reproduce the same samples?

One pole and one sample show that they can. The static value f/w² is unchanged if w is replaced by v and f by f v²/w². A second value of u removes this freedom, and the same counting holds for any number of poles.

## How many samples are enough

Take one model with N poles (fᵢ, wᵢ) and another with M poles (gⱼ, vⱼ). All strengths are real and nonzero, and the frequencies are positive and distinct within each model. If the two responses agree at N + M or more distinct values u ≥ 0, the two sets of pairs are identical. For M = N this means 2N samples.

With N + M − 1 samples the conclusion fails: for any frequencies not shared between the models, and any such set of sampling points, some nonzero strengths make the models agree at all these points. Within one model these strengths may have to differ in sign.

If the responses of both molecules come exactly from finite pole models, fits with the right numbers of poles through enough samples therefore also fix the C₆ integral. A real molecule has infinitely many excitations, including a continuum, so replacing its response by a finite sum is a separate approximation. The result also leaves open whether given data admit a fit and how strongly noise disturbs one.

## Clearing denominators

Let s be a set of n distinct positive frequencies with real strengths c(x), and suppose that

Σ_{x∈s} c(x) / (x² + u²) = 0

at n or more distinct values u ≥ 0. Multiply by the product of all y² + u², y ∈ s, which is positive, and write t = u². The left side becomes the polynomial

P(t) = Σ_{x∈s} c(x) Π_{y∈s, y≠x} (t + y²).

Each term has degree at most n − 1. Distinct u ≥ 0 give distinct t, so P has at least n roots and is the zero polynomial. Now set t = −x² for one x ∈ s. Every other term contains the factor −x² + x² = 0, which leaves

0 = c(x) Π_{y∈s, y≠x} (y² − x²).

The frequencies are positive and distinct, so the product is nonzero and c(x) = 0. Hence every strength vanishes.

## Comparing the two models

Let F(x) and G(x) be the total strengths that the first and second model carry at frequency x, and let s be the union of their frequencies. It has at most N + M elements, and

Σ_{x∈s} (F(x) − G(x)) / (x² + u²)

is the difference of the two responses. It vanishes at the samples, so F = G on s. Outside s both are zero. The models therefore agree at every real u, even if frequencies repeat or strengths vanish.

With distinct frequencies, F(wᵢ) = fᵢ. Since fᵢ ≠ 0, also G(wᵢ) ≠ 0, so some vⱼ equals wᵢ, and then gⱼ = G(vⱼ) = fᵢ. Each pole of the first model is thus a pole of the second, and the converse follows in the same way.

## One sample fewer

Let n = N + M frequencies be distinct and take n − 1 sampling points. Requiring the combined response to vanish there gives n − 1 homogeneous linear equations for n strengths, so there is a nonzero solution c. If one of its strengths were zero, the combined response of the other n − 1 poles would vanish at n − 1 points, and all strengths would be zero, a contradiction. Keep c on the first model's frequencies and use −c on the second's: the two responses then agree at all the sampling points.

## Models that share known frequencies

If k frequencies are known in advance to be common to both models, the union s has at most N + M − k elements, and the same argument needs only N + M − k samples. In particular, N samples fix the strengths of N poles at known frequencies. The Lean theorems below keep the general count N + M.

## Reading the Lean statement

In the name `MultipoleFit` and in the comments, "multi-pole" means a sum of several pole terms, not electric multipoles. The finite types `ι` and `κ` label the poles, and their cardinalities are N and M. `response f w u` is the value at imaginary frequency iu, not at a real frequency u. `strengthAt f w x` is F(x). Strengths may be negative, as they can be for fitted effective poles.

In `unique_fit`, `Function.Injective w` says that the frequencies are distinct. The samples form a `Finset`, so they are distinct too; `hU` makes them non-negative, because u and −u give the same response. `hcard` is the count N + M ≤ |U|. The conclusion equates two `Set.range` expressions, the sets of pairs (strength, frequency), so the labelling of the poles is irrelevant.

`agree_everywhere` needs neither distinct frequencies nor nonzero strengths. `one_sample_fewer_fails` is the sharpness statement, with `hd` saying that no frequency is shared.

```lean
import Mathlib

open Polynomial

namespace MultipoleFit

noncomputable section

variable {ι κ : Type*} [Fintype ι] [Fintype κ]

/-- The multi-pole response `∑ fᵢ / (wᵢ² + u²)` at imaginary frequency `iu`, for real `u` and
`wᵢ` with no `wᵢ² + u²` equal to zero. -/
def response (f w : ι → ℝ) (u : ℝ) : ℝ := ∑ i, f i / (w i ^ 2 + u ^ 2)

/-- The total strength that a model carries at the frequency `x`. -/
def strengthAt (f w : ι → ℝ) (x : ℝ) : ℝ := ∑ i, if w i = x then f i else 0

/-- If the frequencies of a model are distinct, the strength carried at `wᵢ` is `fᵢ`. -/
theorem strengthAt_pole {w : ι → ℝ} (hw : Function.Injective w) (f : ι → ℝ) (i : ι) :
    strengthAt f w (w i) = f i :=
  (Finset.sum_eq_single i (fun _ _ hk => if_neg (hw.ne hk))
    (fun h => absurd (Finset.mem_univ i) h)).trans (if_pos rfl)

/-- The response is a sum over any finite set of frequencies that contains all the poles, each
frequency weighted with the strength carried there. -/
theorem sum_strengthAt (f w : ι → ℝ) (s : Finset ℝ) (hs : ∀ i, w i ∈ s) (u : ℝ) :
    ∑ x ∈ s, strengthAt f w x / (x ^ 2 + u ^ 2) = response f w u := by
  simp only [strengthAt, response, Finset.sum_div]
  rw [Finset.sum_comm]
  refine Finset.sum_congr rfl fun i _ => ?_
  rw [Finset.sum_eq_single (w i)]
  · simp
  · intro x _ hx
    simp [Ne.symm hx]
  · intro h
    exact absurd (hs i) h

/-- If a combination of poles at distinct positive frequencies vanishes at no fewer distinct
values `u ≥ 0` than it has poles, then every strength in it is zero. -/
theorem poles_independent (s U : Finset ℝ) (c : ℝ → ℝ) (hs : ∀ x ∈ s, 0 < x)
    (hU : ∀ u ∈ U, 0 ≤ u) (hcard : s.card ≤ U.card)
    (h0 : ∀ u ∈ U, ∑ x ∈ s, c x / (x ^ 2 + u ^ 2) = 0) : ∀ x ∈ s, c x = 0 := by
  -- the numerator over the common denominator, as a polynomial in `u²`
  obtain ⟨P, hPdef⟩ : ∃ P : ℝ[X],
      P = ∑ x ∈ s, C (c x) * ∏ y ∈ s.erase x, (X + C (y ^ 2)) := ⟨_, rfl⟩
  have hP : ∀ t, P.eval t = ∑ x ∈ s, c x * ∏ y ∈ s.erase x, (t + y ^ 2) := by
    intro t
    simp [hPdef, eval_finsetSum, eval_prod]
  have hinj : Set.InjOn (fun u : ℝ => u ^ 2) U := fun a ha b hb hab =>
    (sq_eq_sq₀ (hU a (Finset.mem_coe.1 ha)) (hU b (Finset.mem_coe.1 hb))).1 hab
  have hdeg : P.degree < ((U.image (fun u : ℝ => u ^ 2)).card : WithBot ℕ) := by
    rw [Finset.card_image_of_injOn hinj, hPdef]
    have hbot : (⊥ : WithBot ℕ) < (U.card : WithBot ℕ) := WithBot.bot_lt_coe _
    refine (degree_sum_le _ _).trans_lt ((Finset.sup_lt_iff hbot).2 fun x hx => ?_)
    have h1 : (C (c x) * ∏ y ∈ s.erase x, (X + C (y ^ 2))).natDegree
        ≤ (s.erase x).card := by
      refine (natDegree_C_mul_le _ _).trans ((natDegree_prod_le _ _).trans ?_)
      simp only [natDegree_X_add_C, Finset.sum_const, smul_eq_mul, mul_one, le_refl]
    have h2 := h1.trans_lt ((Finset.card_erase_lt_of_mem hx).trans_le hcard)
    exact degree_le_natDegree.trans_lt (by exact_mod_cast h2)
  -- it has too many roots
  have hzero : P = 0 := by
    refine eq_zero_of_degree_lt_of_eval_finset_eq_zero _ hdeg fun t ht => ?_
    obtain ⟨u, hu, rfl⟩ := Finset.mem_image.1 ht
    have hclear : ∑ x ∈ s, c x * ∏ y ∈ s.erase x, (u ^ 2 + y ^ 2)
        = (∏ y ∈ s, (u ^ 2 + y ^ 2)) * ∑ x ∈ s, c x / (x ^ 2 + u ^ 2) := by
      rw [Finset.mul_sum]
      refine Finset.sum_congr rfl fun x hx => ?_
      have hprod : (u ^ 2 + x ^ 2) * ∏ y ∈ s.erase x, (u ^ 2 + y ^ 2)
          = ∏ y ∈ s, (u ^ 2 + y ^ 2) :=
        Finset.mul_prod_erase s (fun y => u ^ 2 + y ^ 2) hx
      have hne : x ^ 2 + u ^ 2 ≠ 0 := by
        have := hs x hx
        positivity
      have hc : c x / (x ^ 2 + u ^ 2) * (x ^ 2 + u ^ 2) = c x := div_mul_cancel₀ _ hne
      rw [← hprod]
      linear_combination (-(∏ y ∈ s.erase x, (u ^ 2 + y ^ 2))) * hc
    rw [hP, hclear, h0 u hu, mul_zero]
  -- evaluation at `-x²` isolates the strength at `x`
  intro x hx
  have h := hP (-x ^ 2)
  rw [hzero, eval_zero] at h
  have hsum : ∑ z ∈ s, c z * ∏ y ∈ s.erase z, (-x ^ 2 + y ^ 2)
      = c x * ∏ y ∈ s.erase x, (-x ^ 2 + y ^ 2) := by
    refine Finset.sum_eq_single x (fun z _ hzx => ?_) (fun h => absurd hx h)
    have hz : ∏ y ∈ s.erase z, (-x ^ 2 + y ^ 2) = 0 :=
      Finset.prod_eq_zero (Finset.mem_erase.2 ⟨hzx.symm, hx⟩) (by ring)
    rw [hz, mul_zero]
  have hne : ∏ y ∈ s.erase x, (-x ^ 2 + y ^ 2) ≠ 0 := by
    refine Finset.prod_ne_zero_iff.2 fun y hy h' => ?_
    obtain ⟨hyx, hys⟩ := Finset.mem_erase.1 hy
    exact hyx ((sq_eq_sq₀ (hs y hys).le (hs x hx).le).1 (by linarith))
  exact (mul_eq_zero.1 (hsum.symm.trans h.symm)).resolve_right hne

/-- Two models with positive frequencies that agree at no fewer distinct values `u ≥ 0` than
they have poles together carry the same strength at every frequency. -/
theorem strengthAt_eq_of_agree {f w : ι → ℝ} {g v : κ → ℝ} (hw : ∀ i, 0 < w i)
    (hv : ∀ j, 0 < v j) (U : Finset ℝ) (hU : ∀ u ∈ U, 0 ≤ u)
    (hcard : Fintype.card ι + Fintype.card κ ≤ U.card)
    (h : ∀ u ∈ U, response f w u = response g v u) (x : ℝ) :
    strengthAt f w x = strengthAt g v x := by
  obtain ⟨s, hs⟩ : ∃ s, s = Finset.univ.image w ∪ Finset.univ.image v := ⟨_, rfl⟩
  have hws : ∀ i, w i ∈ s := fun i => hs ▸
    Finset.mem_union_left _ (Finset.mem_image_of_mem w (Finset.mem_univ i))
  have hvs : ∀ j, v j ∈ s := fun j => hs ▸
    Finset.mem_union_right _ (Finset.mem_image_of_mem v (Finset.mem_univ j))
  have hpos : ∀ y ∈ s, 0 < y := by
    intro y hy
    rw [hs] at hy
    rcases Finset.mem_union.1 hy with hy | hy
    · obtain ⟨i, _, rfl⟩ := Finset.mem_image.1 hy
      exact hw i
    · obtain ⟨j, _, rfl⟩ := Finset.mem_image.1 hy
      exact hv j
  have hsU : s.card ≤ U.card := by
    rw [hs]
    exact (Finset.card_union_le _ _).trans
      ((add_le_add Finset.card_image_le Finset.card_image_le).trans hcard)
  by_cases hx : x ∈ s
  · refine sub_eq_zero.1 (poles_independent s U
      (fun y => strengthAt f w y - strengthAt g v y) hpos hU hsU (fun u hu => ?_) x hx)
    simp only [sub_div, Finset.sum_sub_distrib]
    rw [sum_strengthAt f w s hws, sum_strengthAt g v s hvs, h u hu, sub_self]
  · have h1 : strengthAt f w x = 0 := by
      unfold strengthAt
      refine Finset.sum_eq_zero fun i _ => if_neg ?_
      intro e
      exact hx (by rw [← e]; exact hws i)
    have h2 : strengthAt g v x = 0 := by
      unfold strengthAt
      refine Finset.sum_eq_zero fun j _ => if_neg ?_
      intro e
      exact hx (by rw [← e]; exact hvs j)
    rw [h1, h2]

/-- If two models carry the same strength at every frequency, each with distinct frequencies,
and the first has nonzero strengths, then every pole of the first is a pole of the second. -/
theorem poles_subset {f w : ι → ℝ} {g v : κ → ℝ} (hw : Function.Injective w)
    (hv : Function.Injective v) (hf : ∀ i, f i ≠ 0)
    (h : ∀ x, strengthAt f w x = strengthAt g v x) :
    Set.range (fun i => (f i, w i)) ⊆ Set.range (fun j => (g j, v j)) := by
  rintro _ ⟨i, rfl⟩
  have hi := h (w i)
  rw [strengthAt_pole hw] at hi
  by_cases hj : ∃ j, v j = w i
  · obtain ⟨j, hj⟩ := hj
    rw [← hj, strengthAt_pole hv] at hi
    exact ⟨j, Prod.ext hi.symm hj⟩
  · exact absurd (hi.trans (Finset.sum_eq_zero fun j _ => if_neg fun e => hj ⟨j, e⟩)) (hf i)

/-- Unique multi-pole fit: two models with nonzero strengths and distinct positive frequencies
that agree at no fewer distinct values `u ≥ 0` than they have poles together have the same set
of pairs (strength, frequency). -/
theorem unique_fit {f w : ι → ℝ} {g v : κ → ℝ} (hf : ∀ i, f i ≠ 0) (hg : ∀ j, g j ≠ 0)
    (hw : ∀ i, 0 < w i) (hv : ∀ j, 0 < v j) (hwi : Function.Injective w)
    (hvi : Function.Injective v) (U : Finset ℝ) (hU : ∀ u ∈ U, 0 ≤ u)
    (hcard : Fintype.card ι + Fintype.card κ ≤ U.card)
    (h : ∀ u ∈ U, response f w u = response g v u) :
    Set.range (fun i => (f i, w i)) = Set.range (fun j => (g j, v j)) := by
  have hs := strengthAt_eq_of_agree hw hv U hU hcard h
  exact Set.Subset.antisymm (poles_subset hwi hvi hf hs)
    (poles_subset hvi hwi hg fun x => (hs x).symm)

/-- Two models with positive frequencies that agree at no fewer distinct values `u ≥ 0` than
they have poles together agree at every real `u`. -/
theorem agree_everywhere {f w : ι → ℝ} {g v : κ → ℝ} (hw : ∀ i, 0 < w i)
    (hv : ∀ j, 0 < v j) (U : Finset ℝ) (hU : ∀ u ∈ U, 0 ≤ u)
    (hcard : Fintype.card ι + Fintype.card κ ≤ U.card)
    (h : ∀ u ∈ U, response f w u = response g v u) (u : ℝ) :
    response f w u = response g v u := by
  have hs := strengthAt_eq_of_agree hw hv U hU hcard h
  rw [← sum_strengthAt f w (Finset.univ.image w ∪ Finset.univ.image v) (fun i =>
      Finset.mem_union_left _ (Finset.mem_image_of_mem w (Finset.mem_univ i))),
    ← sum_strengthAt g v (Finset.univ.image w ∪ Finset.univ.image v) (fun j =>
      Finset.mem_union_right _ (Finset.mem_image_of_mem v (Finset.mem_univ j)))]
  exact Finset.sum_congr rfl fun x _ => by rw [hs x]

/-- For distinct positive pole frequencies and one fewer distinct values `u ≥ 0` than poles,
some choice of strengths, all nonzero, makes the response vanish at all these values. -/
theorem exists_vanishing_response {p : ι → ℝ} (hp : Function.Injective p)
    (hpos : ∀ k, 0 < p k) (U : Finset ℝ) (hU : ∀ u ∈ U, 0 ≤ u)
    (hcard : U.card + 1 = Fintype.card ι) :
    ∃ c : ι → ℝ, (∀ k, c k ≠ 0) ∧ ∀ u ∈ U, response c p u = 0 := by
  -- sampling is a linear map into a space of smaller dimension
  let T : (ι → ℝ) →ₗ[ℝ] (U → ℝ) :=
    { toFun := fun c u => response c p u
      map_add' := fun a b => by
        ext u
        simp [response, add_div, Finset.sum_add_distrib]
      map_smul' := fun r a => by
        ext u
        simp [response, Finset.mul_sum, mul_div_assoc] }
  have hT : ¬ Function.Injective T := fun hi => by
    have hle := LinearMap.finrank_le_finrank_of_injective hi
    simp only [Module.finrank_fintype_fun_eq_card, Fintype.card_coe] at hle
    omega
  obtain ⟨c, hc, hc0⟩ : ∃ c, T c = 0 ∧ c ≠ 0 := by
    by_contra hno
    exact hT ((injective_iff_map_eq_zero T).2 fun c hc =>
      by_contra fun h => hno ⟨c, hc, h⟩)
  have hres : ∀ u ∈ U, response c p u = 0 := fun u hu => congrFun hc ⟨u, hu⟩
  -- a vanishing strength would leave too few poles
  refine ⟨c, fun k hk => hc0 ?_, hres⟩
  have hmem : ∀ i, p i ∈ Finset.univ.image p := fun i =>
    Finset.mem_image_of_mem p (Finset.mem_univ i)
  have key := poles_independent ((Finset.univ.image p).erase (p k)) U (strengthAt c p)
    (fun x hx => by
      obtain ⟨i, _, rfl⟩ := Finset.mem_image.1 (Finset.mem_of_mem_erase hx)
      exact hpos i) hU
    (by
      rw [Finset.card_erase_of_mem (hmem k), Finset.card_image_of_injective _ hp,
        Finset.card_univ]
      omega)
    (fun u hu => by
      refine (Finset.sum_erase _ ?_).trans ((sum_strengthAt c p _ hmem u).trans (hres u hu))
      show strengthAt c p (p k) / (p k ^ 2 + u ^ 2) = 0
      rw [strengthAt_pole hp, hk, zero_div])
  funext i
  show c i = 0
  by_cases hik : i = k
  · rw [hik]
    exact hk
  · have hi := key (p i) (Finset.mem_erase.2 ⟨hp.ne hik, hmem i⟩)
    rwa [strengthAt_pole hp] at hi

/-- Sharpness: for two models with distinct positive frequencies, none shared, and one fewer
distinct values `u ≥ 0` than poles in total, some nonzero strengths make the models agree at
all these values. -/
theorem one_sample_fewer_fails {w : ι → ℝ} {v : κ → ℝ} (hw : ∀ i, 0 < w i)
    (hv : ∀ j, 0 < v j) (hwi : Function.Injective w) (hvi : Function.Injective v)
    (hd : ∀ i j, w i ≠ v j) (U : Finset ℝ) (hU : ∀ u ∈ U, 0 ≤ u)
    (hcard : U.card + 1 = Fintype.card ι + Fintype.card κ) :
    ∃ (f : ι → ℝ) (g : κ → ℝ), (∀ i, f i ≠ 0) ∧ (∀ j, g j ≠ 0) ∧
      ∀ u ∈ U, response f w u = response g v u := by
  have hp : Function.Injective (Sum.elim w v) := by
    rintro (i | i) (j | j) h
    · exact congrArg Sum.inl (hwi h)
    · exact absurd h (hd i j)
    · exact absurd h.symm (hd j i)
    · exact congrArg Sum.inr (hvi h)
  have hpos : ∀ k, 0 < Sum.elim w v k := by
    rintro (i | j)
    · exact hw i
    · exact hv j
  obtain ⟨c, hc, h0⟩ := exists_vanishing_response hp hpos U hU
    (by rw [Fintype.card_sum]; exact hcard)
  refine ⟨fun i => c (Sum.inl i), fun j => -c (Sum.inr j), fun i => hc _,
    fun j => neg_ne_zero.2 (hc _), fun u hu => ?_⟩
  have h := h0 u hu
  simp only [response, Fintype.sum_sum_type, Sum.elim_inl, Sum.elim_inr] at h
  simp only [response, neg_div, Finset.sum_neg_distrib]
  linarith

end

end MultipoleFit
```

```lean
#print axioms MultipoleFit.unique_fit
#print axioms MultipoleFit.agree_everywhere
#print axioms MultipoleFit.one_sample_fewer_fails
```

```
'MultipoleFit.unique_fit' depends on axioms: [propext, Classical.choice, Quot.sound]
'MultipoleFit.agree_everywhere' depends on axioms: [propext, Classical.choice, Quot.sound]
'MultipoleFit.one_sample_fewer_fails' depends on axioms: [propext, Classical.choice, Quot.sound]
```

## From the algebra to the Lean proof

`poles_independent` carries out the polynomial argument. `hdeg` bounds the degree of `P` by the number of distinct squares u², and `hclear` is the multiplication by the common denominator. Mathlib's `eq_zero_of_degree_lt_of_eval_finset_eq_zero` then gives `hzero`. In the last part, `hsum` keeps the single term that survives at −x², and `hne` shows that its product is nonzero.

`sum_strengthAt` rewrites a response as a sum over frequencies by exchanging two finite sums. This lets `strengthAt_eq_of_agree` apply `poles_independent` to the difference F − G on the union `s`; its case split treats frequencies inside and outside `s`. `agree_everywhere` uses the same rewriting to return from equal strengths to equal responses.

`strengthAt_pole` is the identity F(wᵢ) = fᵢ. With it, `poles_subset` finds each pole of one model in the other, and `unique_fit` combines the two inclusions by `Set.Subset.antisymm`.

For sharpness, `exists_vanishing_response` treats sampling as a linear map `T` from strengths to sampled values. Comparing dimensions shows that `T` is not injective, which yields the nonzero solution c. A second use of `poles_independent`, with one frequency erased, excludes a zero strength. `one_sample_fewer_fails` joins the two frequency lists with `Sum.elim`, applies this lemma and changes the sign of the second group of strengths.
